# A Hermitian coupling with zero ground-state mean lowers a gapped ground energy by at most ‖V‖²/g

Take two levels with energies 0 and g > 0, coupled by an off-diagonal element v ≥ 0. An eigenvalue λ satisfies λ(λ − g) = v², so the lower one is −μ with

μ = (√(g² + 4v²) − g)/2, μ(μ + g) = v².

Two fragments near dissociation pose the same question with many levels: how far can a weak interaction V lower the energy E₀ of the separated fragments? If V is bounded and has zero mean in their nondegenerate ground state ψ, the two-level answer is the worst case, with g the gap above E₀ and v = ‖V‖ the operator norm of V.

```lean
import Mathlib

open scoped InnerProductSpace ComplexConjugate

noncomputable section

namespace DissociationShift

variable {S : Type*} [NormedAddCommGroup S] [InnerProductSpace ℂ S]
```

`S` is the state space, a complex inner product space. Theorems that assume finite dimension say so; `level_lower_bound`, which carries the main estimate, holds without it.

```lean
/-- The energy form `⟨x, H x⟩` (real part), which is the mean energy when `x` is a unit vector. -/
def energy (H : S →L[ℂ] S) (x : S) : ℝ := (⟪x, H x⟫_ℂ).re
```

`S →L[ℂ] S` is the type of continuous linear operators. `energy H x` is Re⟨x, Hx⟩, without division by ‖x‖².

```lean
/-- `e` is the ground energy of `H`: the least real eigenvalue. -/
def IsGroundEnergy (H : S →L[ℂ] S) (e : ℝ) : Prop :=
  IsLeast {a : ℝ | ∃ x : S, x ≠ 0 ∧ H x = (a : ℂ) • x} e
```

The ground energy is the least real eigenvalue.

```lean
/-- `ψ` is a unit eigenvector of `H` with energy `E₀`, and all energies orthogonal to `ψ`
lie at least `g > 0` higher. -/
structure GappedGround (H : S →L[ℂ] S) (ψ : S) (E₀ g : ℝ) : Prop where
  gap_pos : 0 < g
  unit : ‖ψ‖ = 1
  eigen : H ψ = (E₀ : ℂ) • ψ
  gap : ∀ y : S, ⟪ψ, y⟫_ℂ = 0 → (E₀ + g) * ‖y‖ ^ 2 ≤ energy H y
```

This bundles four assumptions: g > 0, ‖ψ‖ = 1, Hψ = E₀ψ, and ⟨y, Hy⟩ ≥ (E₀ + g)‖y‖² for every y orthogonal to ψ. Below, H is the operator H₀ of the separated fragments. The gap excludes degenerate ground states, as many open-shell fragments have.

```lean
/-- The level repulsion of two levels a distance `g` apart with coupling `v`. -/
def levelShift (g v : ℝ) : ℝ := (√(g ^ 2 + 4 * v ^ 2) - g) / 2
```

This is μ. The name is unrelated to the level shifting that helps SCF iterations converge.

```lean
/-- For `g > 0` and `v ≥ 0` the level repulsion `μ` lies between `0` and `v` and solves the
secular equation `μ (μ + g) = v²`. -/
theorem levelShift_secular {g v : ℝ} (hg : 0 < g) (hv : 0 ≤ v) :
    0 ≤ levelShift g v ∧ levelShift g v ≤ v ∧
      levelShift g v * (levelShift g v + g) = v ^ 2 := by
  have hs : √(g ^ 2 + 4 * v ^ 2) ^ 2 = g ^ 2 + 4 * v ^ 2 := Real.sq_sqrt (by positivity)
  have h1 : g ≤ √(g ^ 2 + 4 * v ^ 2) := (Real.le_sqrt' hg).mpr (by nlinarith [sq_nonneg v])
  have h2 : √(g ^ 2 + 4 * v ^ 2) ≤ g + 2 * v :=
    Real.sqrt_le_iff.mpr ⟨by positivity, by nlinarith [mul_nonneg hg.le hv]⟩
  unfold levelShift
  exact ⟨by linarith, by linarith, by linear_combination hs / 4⟩
```

A theorem lists its hypotheses, then after the colon its claim, and after `:=` its proof. With s = √(g² + 4v²), g ≤ s ≤ g + 2v gives 0 ≤ μ ≤ v, and μ(μ + g) = (s − g)(s + g)/4 = v².

```lean
/-- An operator lowers the energy form of `x` by at most its norm times `‖x‖²`. -/
theorem neg_norm_le_energy (V : S →L[ℂ] S) (x : S) : -(‖V‖ * ‖x‖ ^ 2) ≤ energy V x := by
  have h1 := (abs_le.mp (Complex.abs_re_le_norm ⟪x, V x⟫_ℂ)).1
  have h2 := norm_inner_le_norm (𝕜 := ℂ) x (V x)
  have h3 := mul_le_mul_of_nonneg_left (V.le_opNorm x) (norm_nonneg x)
  unfold energy
  nlinarith
```

By Cauchy–Schwarz, |⟨x, Vx⟩| ≤ ‖x‖‖Vx‖ ≤ ‖V‖‖x‖².

```lean
/-- Rayleigh–Ritz principle: in finite dimension the ground energy of a Hermitian operator,
times `‖x‖²`, bounds the energy form of every trial vector `x` from below. -/
theorem IsGroundEnergy.le_energy [FiniteDimensional ℂ S] {H : S →L[ℂ] S} {e : ℝ}
    (he : IsGroundEnergy H e) (hH : (H : S →ₗ[ℂ] S).IsSymmetric) (x : S) :
    e * ‖x‖ ^ 2 ≤ energy H x := by
  rcases eq_or_ne x 0 with rfl | hx
  · simp [energy]
  have : Nontrivial S := ⟨x, 0, hx⟩
  have hs : ∀ u : S, RCLike.re ⟪(H : S →ₗ[ℂ] S) u, u⟫_ℂ = energy H u :=
    fun u => congrArg Complex.re (hH u u)
  -- the infimum of the Rayleigh quotient is an eigenvalue
  obtain ⟨z, hz⟩ := hH.hasEigenvalue_iInf_of_finiteDimensional.exists_hasEigenvector
  have h1 : e ≤ ⨅ u : {u : S // u ≠ 0},
      RCLike.re ⟪(H : S →ₗ[ℂ] S) u, u⟫_ℂ / ‖(u : S)‖ ^ 2 :=
    he.2 ⟨z, hz.2, hz.apply_eq_smul⟩
  have hb : BddBelow (Set.range fun u : {u : S // u ≠ 0} =>
      RCLike.re ⟪(H : S →ₗ[ℂ] S) u, u⟫_ℂ / ‖(u : S)‖ ^ 2) := by
    refine ⟨-‖H‖, ?_⟩
    rintro _ ⟨u, rfl⟩
    have q : -‖H‖ ≤ RCLike.re ⟪(H : S →ₗ[ℂ] S) u, u⟫_ℂ / ‖(u : S)‖ ^ 2 := by
      rw [hs, le_div_iff₀ (pow_pos (norm_pos_iff.mpr u.2) 2)]
      linarith [neg_norm_le_energy H (u : S)]
    exact q
  have h2 : e ≤ RCLike.re ⟪(H : S →ₗ[ℂ] S) x, x⟫_ℂ / ‖x‖ ^ 2 :=
    h1.trans (ciInf_le hb ⟨x, hx⟩)
  rwa [hs, le_div_iff₀ (pow_pos (norm_pos_iff.mpr hx) 2)] at h2
```

This is the variational principle; `IsSymmetric` means Hermitian. Mathlib supplies the fact that the infimum of ⟨u, Hu⟩/‖u‖² is an eigenvalue. The least eigenvalue e is therefore no larger than that infimum, hence no larger than the quotient at x.

```lean
/-- For Hermitian `V` with zero mean in the unit vector `ψ`, and `y` orthogonal to `ψ`, the
coupling of `y` to `ψ` limits how far `V` can lower the energy of `y`. -/
theorem coupling_sq_le {V : S →L[ℂ] S} {ψ y : S} (hV : (V : S →ₗ[ℂ] S).IsSymmetric)
    (hψ : ‖ψ‖ = 1) (h0 : ⟪ψ, V ψ⟫_ℂ = 0) (hy : ⟪ψ, y⟫_ℂ = 0) :
    ‖⟪ψ, V y⟫_ℂ‖ ^ 2 ≤ ‖V‖ * (‖V‖ * ‖y‖ ^ 2 + energy V y) := by
  have hbs : ‖⟪ψ, V y⟫_ℂ‖ ≤ ‖V‖ * ‖y‖ :=
    (norm_inner_le_norm ψ (V y)).trans (by rw [hψ, one_mul]; exact V.le_opNorm y)
  have hsym : ⟪y, V ψ⟫_ℂ = conj ⟪ψ, V y⟫_ℂ := by
    rw [inner_conj_symm]; exact (hV y ψ).symm
  obtain ⟨β, hβ⟩ : ∃ β, ⟪ψ, V y⟫_ℂ = β := ⟨_, rfl⟩
  rw [hβ] at hbs hsym ⊢
  rcases eq_or_lt_of_le (norm_nonneg V) with h | h
  · rw [← h, zero_mul] at hbs
    have : ‖β‖ = 0 := le_antisymm hbs (norm_nonneg β)
    rw [← h, this]; simp
  have hb : β * conj β = (‖β‖ : ℂ) ^ 2 := by
    rw [Complex.mul_conj, Complex.normSq_eq_norm_sq, Complex.ofReal_pow]
  -- test `V ≥ -‖V‖` on a suitable mixture of `ψ` and `y`
  have e1 : ⟪(-β) • ψ + (‖V‖ : ℂ) • y, V ((-β) • ψ + (‖V‖ : ℂ) • y)⟫_ℂ
      = ((‖V‖ ^ 2 : ℝ) : ℂ) * ⟪y, V y⟫_ℂ - ((2 * ‖V‖ * ‖β‖ ^ 2 : ℝ) : ℂ) := by
    simp only [map_add, map_smul, inner_add_left, inner_add_right, inner_smul_left,
      inner_smul_right, h0, hβ, hsym, map_neg, Complex.conj_ofReal]
    push_cast
    linear_combination (-2 * (‖V‖ : ℂ)) * hb
  have e2 : ‖(-β) • ψ + (‖V‖ : ℂ) • y‖ ^ 2 = ‖β‖ ^ 2 + ‖V‖ ^ 2 * ‖y‖ ^ 2 := by
    rw [norm_add_sq (𝕜 := ℂ), inner_smul_left, inner_smul_right, hy]
    simp [norm_smul, hψ, mul_pow]
  have e3 := neg_norm_le_energy V ((-β) • ψ + (‖V‖ : ℂ) • y)
  unfold energy at e3 ⊢
  rw [e1, e2, Complex.sub_re, Complex.re_ofReal_mul, Complex.ofReal_re] at e3
  refine le_of_mul_le_mul_left ?_ h
  nlinarith
```

Write v = ‖V‖ and β = ⟨ψ, Vy⟩. If v = 0, then β = 0 and the claim is trivial. Otherwise take z = −βψ + vy. Since ⟨ψ, Vψ⟩ = 0 and ⟨ψ, y⟩ = 0,

⟨z, Vz⟩ = v²⟨y, Vy⟩ − 2v|β|²
‖z‖² = |β|² + v²‖y‖².

Inserting these in ⟨z, Vz⟩ ≥ −v‖z‖² and dividing by v gives

|β|² ≤ v(v‖y‖² + ⟨y, Vy⟩).

In the proof, `e1`, `e2` and `e3` are these three relations.

```lean
/-- Let Hermitian `H₀` have a gapped ground vector `ψ`, and let Hermitian `V` have zero mean
in `ψ`. Then every eigenvalue of `H₀ + V` is at least `E₀` minus the level repulsion. -/
theorem level_lower_bound {H₀ V : S →L[ℂ] S} {ψ x : S} {E₀ g e : ℝ}
    (hH : (H₀ : S →ₗ[ℂ] S).IsSymmetric) (hV : (V : S →ₗ[ℂ] S).IsSymmetric)
    (hG : GappedGround H₀ ψ E₀ g) (h0 : ⟪ψ, V ψ⟫_ℂ = 0)
    (hx : x ≠ 0) (hxe : (H₀ + V) x = (e : ℂ) • x) :
    E₀ - levelShift g ‖V‖ ≤ e := by
  have hψψ : ⟪ψ, ψ⟫_ℂ = 1 := by rw [inner_self_eq_norm_sq_to_K, hG.unit]; simp
  have hen : (⟪x, (H₀ + V) x⟫_ℂ).re = e * ‖x‖ ^ 2 := by
    have hn : (⟪x, x⟫_ℂ).re = ‖x‖ ^ 2 := inner_self_eq_norm_sq (𝕜 := ℂ) x
    rw [hxe, inner_smul_right, Complex.re_ofReal_mul, hn]
  have hpos : 0 < ‖x‖ ^ 2 := pow_pos (norm_pos_iff.mpr hx) 2
  refine le_of_mul_le_mul_right ?_ hpos
  rw [← hen]
  clear hen hpos hxe hx
  -- split off the component along `ψ`
  obtain ⟨c, y, hy, rfl⟩ : ∃ (c : ℂ) (y : S), ⟪ψ, y⟫_ℂ = 0 ∧ x = c • ψ + y :=
    ⟨⟪ψ, x⟫_ℂ, x - ⟪ψ, x⟫_ℂ • ψ,
      by rw [inner_sub_right, inner_smul_right, hψψ, mul_one, sub_self], by abel⟩
  have hyψ : ⟪y, ψ⟫_ℂ = 0 := inner_eq_zero_symm.mp hy
  have hHy : ⟪ψ, H₀ y⟫_ℂ = 0 := by
    have h : ⟪H₀ ψ, y⟫_ℂ = ⟪ψ, H₀ y⟫_ℂ := hH ψ y
    rw [← h, hG.eigen, inner_smul_left, hy, mul_zero]
  have hsym : ⟪y, V ψ⟫_ℂ = conj ⟪ψ, V y⟫_ℂ := by
    rw [inner_conj_symm]; exact (hV y ψ).symm
  have hbs : ‖⟪ψ, V y⟫_ℂ‖ ≤ ‖V‖ * ‖y‖ :=
    (norm_inner_le_norm ψ (V y)).trans (by rw [hG.unit, one_mul]; exact V.le_opNorm y)
  have hcoup := coupling_sq_le hV hG.unit h0 hy
  have hgap := hG.gap y hy
  have hd := neg_norm_le_energy V y
  obtain ⟨hμ0, hμv, hμ⟩ := levelShift_secular hG.gap_pos (norm_nonneg V)
  obtain ⟨β, hβ⟩ : ∃ β, ⟪ψ, V y⟫_ℂ = β := ⟨_, rfl⟩
  rw [hβ] at hsym hbs hcoup
  have hc : c * conj c = (‖c‖ : ℂ) ^ 2 := by
    rw [Complex.mul_conj, Complex.normSq_eq_norm_sq, Complex.ofReal_pow]
  have e1 : ⟪c • ψ + y, (H₀ + V) (c • ψ + y)⟫_ℂ = ((E₀ * ‖c‖ ^ 2 : ℝ) : ℂ)
      + ⟪y, H₀ y⟫_ℂ + (conj c * β + c * conj β) + ⟪y, V y⟫_ℂ := by
    simp only [add_apply, map_add, map_smul, hG.eigen, inner_add_left,
      inner_add_right, inner_smul_left, inner_smul_right, h0, hβ, hsym, hHy, hyψ, hψψ]
    push_cast
    linear_combination (E₀ : ℂ) * hc
  have e2 : ‖c • ψ + y‖ ^ 2 = ‖c‖ ^ 2 + ‖y‖ ^ 2 := by
    rw [norm_add_sq (𝕜 := ℂ), inner_smul_left, hy]
    simp [norm_smul, hG.unit]
  have e3 : (conj c * β + c * conj β).re = 2 * (conj c * β).re := by
    simp only [Complex.add_re, Complex.mul_re, Complex.conj_re, Complex.conj_im]
    ring
  have e4 := (abs_le.mp (Complex.abs_re_le_norm (conj c * β))).1
  rw [norm_mul, RCLike.norm_conj] at e4
  rw [e1, e2, Complex.add_re, Complex.add_re, Complex.add_re, e3, Complex.ofReal_re]
  change _ ≤ E₀ * ‖c‖ ^ 2 + energy H₀ y + 2 * (conj c * β).re + energy V y
  generalize levelShift g ‖V‖ = μ at *
  -- the remaining inequality concerns real numbers only
  have key : 0 ≤ g * ‖y‖ ^ 2 - 2 * ‖c‖ * ‖β‖ + energy V y + μ * (‖c‖ ^ 2 + ‖y‖ ^ 2) := by
    rcases eq_or_lt_of_le (norm_nonneg V) with h | h
    · rw [← h, zero_mul] at hbs hd
      have hb0 : ‖β‖ = 0 := le_antisymm hbs (norm_nonneg β)
      have h1 := mul_nonneg hG.gap_pos.le (sq_nonneg ‖y‖)
      have h2 := mul_nonneg hμ0 (add_nonneg (sq_nonneg ‖c‖) (sq_nonneg ‖y‖))
      rw [hb0]
      linarith
    · have hμpos : 0 < μ := by
        rcases eq_or_lt_of_le hμ0 with h' | h'
        · rw [← h', zero_mul] at hμ
          exact absurd hμ (pow_pos h 2).ne
        · exact h'
      have hb2 : ‖β‖ ^ 2 ≤ (‖V‖ * ‖y‖) ^ 2 := pow_le_pow_left₀ (norm_nonneg β) hbs 2
      have t1 := mul_nonneg h.le (sq_nonneg (μ * ‖c‖ - ‖β‖))
      have t2 := mul_nonneg (sub_nonneg.mpr hμv) (sub_nonneg.mpr hb2)
      have t3 := mul_nonneg hμ0 (sub_nonneg.mpr hcoup)
      refine nonneg_of_mul_nonneg_right ?_ (mul_pos hμpos h)
      have id1 : μ * ‖V‖ * (g * ‖y‖ ^ 2 - 2 * ‖c‖ * ‖β‖ + energy V y
            + μ * (‖c‖ ^ 2 + ‖y‖ ^ 2))
          = ‖V‖ * (μ * ‖c‖ - ‖β‖) ^ 2 + (‖V‖ - μ) * ((‖V‖ * ‖y‖) ^ 2 - ‖β‖ ^ 2)
            + μ * (‖V‖ * (‖V‖ * ‖y‖ ^ 2 + energy V y) - ‖β‖ ^ 2) := by
        linear_combination (‖V‖ * ‖y‖ ^ 2) * hμ
      rw [id1]
      linarith
  nlinarith
```

Split the eigenvector as x = cψ + y with y orthogonal to ψ. Hermiticity gives ⟨ψ, H₀y⟩ = 0, so

e‖x‖² = E₀|c|² + ⟨y, H₀y⟩ + 2Re(c*β) + ⟨y, Vy⟩.

By the gap and Re(c*β) ≥ −|c||β|, it suffices that

K = g‖y‖² − 2|c||β| + ⟨y, Vy⟩ + μ(|c|² + ‖y‖²) ≥ 0.

For v = 0, β vanishes and ⟨y, Vy⟩ ≥ 0, so K ≥ 0. For v > 0, μ(μ + g) = v² forces μ > 0, so it is enough that μvK ≥ 0, and it also gives

μvK = v(μ|c| − |β|)² + (v − μ)(v²‖y‖² − |β|²) + μ[v(v‖y‖² + ⟨y, Vy⟩) − |β|²].

Each term is nonnegative: the first is a square, the second uses μ ≤ v and |β| ≤ v‖y‖, and the third is the previous theorem. In Lean, `key` is K ≥ 0 and `id1` is this identity, checked by `linear_combination`.

```lean
/-- Let Hermitian `H₀` on a finite-dimensional space have a gapped ground vector `ψ`, and let
Hermitian `V` have zero mean in `ψ`. Then `V` does not raise the ground energy, and lowers it
by at most the level repulsion for gap `g` and coupling `‖V‖`. -/
theorem ground_shift_window [FiniteDimensional ℂ S] {H₀ V : S →L[ℂ] S} {ψ : S} {E₀ g E : ℝ}
    (hH : (H₀ : S →ₗ[ℂ] S).IsSymmetric) (hV : (V : S →ₗ[ℂ] S).IsSymmetric)
    (hG : GappedGround H₀ ψ E₀ g) (h0 : ⟪ψ, V ψ⟫_ℂ = 0) (hE : IsGroundEnergy (H₀ + V) E) :
    -levelShift g ‖V‖ ≤ E - E₀ ∧ E - E₀ ≤ 0 := by
  constructor
  · obtain ⟨x, hx, hxe⟩ := hE.1
    linarith [level_lower_bound hH hV hG h0 hx hxe]
  · -- `ψ` itself is the trial vector
    have h := hE.le_energy (hH.add hV) ψ
    have hψψ : ⟪ψ, ψ⟫_ℂ = 1 := by rw [inner_self_eq_norm_sq_to_K, hG.unit]; simp
    have he : energy (H₀ + V) ψ = E₀ := by
      unfold energy
      rw [add_apply, hG.eigen, inner_add_right, inner_smul_right, hψψ, h0]
      simp
    rw [he, hG.unit] at h
    linarith
```

The lower bound applies the previous theorem to the ground eigenvector. For the upper bound, the trial vector ψ has energy E₀ + ⟨ψ, Vψ⟩ = E₀. Thus −μ ≤ E − E₀ ≤ 0 for any coupling strength.

```lean
/-- Under the same hypotheses the ground energy is lowered by at most `‖V‖² / g`. -/
theorem second_order_bound [FiniteDimensional ℂ S] {H₀ V : S →L[ℂ] S} {ψ : S} {E₀ g E : ℝ}
    (hH : (H₀ : S →ₗ[ℂ] S).IsSymmetric) (hV : (V : S →ₗ[ℂ] S).IsSymmetric)
    (hG : GappedGround H₀ ψ E₀ g) (h0 : ⟪ψ, V ψ⟫_ℂ = 0) (hE : IsGroundEnergy (H₀ + V) E) :
    -(‖V‖ ^ 2 / g) ≤ E - E₀ := by
  obtain ⟨-, -, hμ⟩ := levelShift_secular hG.gap_pos (norm_nonneg V)
  have h : levelShift g ‖V‖ ≤ ‖V‖ ^ 2 / g := by
    rw [le_div_iff₀ hG.gap_pos]
    nlinarith [sq_nonneg (levelShift g ‖V‖)]
  linarith [(ground_shift_window hH hV hG h0 hE).1]
```

Since μg ≤ μ(μ + g) = v², we have μ ≤ v²/g. For an exact diagonalisation of H₀ + V in a finite basis under these hypotheses, this limits how far the energy can lie below E₀, the energy of the separated fragments in the same basis.

```lean
/-- If moreover `‖V‖ < g`, the shift of the ground energy lies between `-‖V‖² / (g - ‖V‖)`
and zero. -/
theorem weak_coupling_window [FiniteDimensional ℂ S] {H₀ V : S →L[ℂ] S} {ψ : S} {E₀ g E : ℝ}
    (hH : (H₀ : S →ₗ[ℂ] S).IsSymmetric) (hV : (V : S →ₗ[ℂ] S).IsSymmetric)
    (hG : GappedGround H₀ ψ E₀ g) (h0 : ⟪ψ, V ψ⟫_ℂ = 0) (hE : IsGroundEnergy (H₀ + V) E)
    (hv : ‖V‖ < g) :
    -(‖V‖ ^ 2 / (g - ‖V‖)) ≤ E - E₀ ∧ E - E₀ ≤ 0 := by
  have h : ‖V‖ ^ 2 / g ≤ ‖V‖ ^ 2 / (g - ‖V‖) :=
    div_le_div_of_nonneg_left (sq_nonneg _) (sub_pos.mpr hv) (by linarith [norm_nonneg V])
  exact ⟨by linarith [second_order_bound hH hV hG h0 hE],
    (ground_shift_window hH hV hG h0 hE).2⟩
```

For v < g, the smaller denominator g − v only loosens the bound.

```lean
/-- If the coupling at separation `R > 0` has norm at most `C / R³`, and the hypotheses of the
second-order bound hold, the ground energy is lowered by at most `C² / (g R⁶)`. -/
theorem inverse_sixth_power_bound [FiniteDimensional ℂ S] {H₀ V : S →L[ℂ] S} {ψ : S}
    {E₀ g E C R : ℝ}
    (hH : (H₀ : S →ₗ[ℂ] S).IsSymmetric) (hV : (V : S →ₗ[ℂ] S).IsSymmetric)
    (hG : GappedGround H₀ ψ E₀ g) (h0 : ⟪ψ, V ψ⟫_ℂ = 0) (hE : IsGroundEnergy (H₀ + V) E)
    (hR : 0 < R) (hC : ‖V‖ * R ^ 3 ≤ C) :
    -(C ^ 2 / (g * R ^ 6)) ≤ E - E₀ := by
  have hg := hG.gap_pos
  have k : (‖V‖ * R ^ 3) ^ 2 ≤ C ^ 2 := pow_le_pow_left₀ (by positivity) hC 2
  have h : ‖V‖ ^ 2 / g ≤ C ^ 2 / (g * R ^ 6) := by
    rw [div_le_div_iff₀ hg (by positivity)]
    nlinarith [mul_le_mul_of_nonneg_left k hg.le]
  linarith [second_order_bound hH hV hG h0 hE]
```

If v ≤ C/R³, then v²/g ≤ C²/(gR⁶). The R⁻³ decay stands for dipole–dipole coupling. Zero mean in ψ is still required: this excludes two fragments with permanent dipoles held at an orientation where ⟨ψ, Vψ⟩ ≠ 0, whose energy can change at order R⁻³. On the full state space the Coulomb interaction of real fragments is unbounded, so no such C exists there. In a finite basis, the norm bound with C and g independent of R is an assumption about the model.

```lean
/-- The two-level operator with matrix `[[0, b], [b, d]]`. -/
def twoLevel (b d : ℝ) : EuclideanSpace ℂ (Fin 2) →L[ℂ] EuclideanSpace ℂ (Fin 2) :=
  LinearMap.toContinuousLinearMap
    { toFun := fun x => !₂[(b : ℂ) * x 1, (b : ℂ) * x 0 + (d : ℂ) * x 1]
      map_add' := fun x y => by ext i; fin_cases i <;> simp <;> ring
      map_smul' := fun a x => by ext i; fin_cases i <;> simp <;> ring }
```

`twoLevel b d` is the matrix with rows (0, b) and (b, d).

```lean
/-- For `g > 0` and `v ≥ 0`, two levels `0` and `g` with off-diagonal coupling `v` meet all
hypotheses of the window, and their ground energy attains its lower end. -/
theorem ground_shift_sharp_witness {g v : ℝ} (hg : 0 < g) (hv : 0 ≤ v) :
    (twoLevel 0 g : EuclideanSpace ℂ (Fin 2) →ₗ[ℂ] _).IsSymmetric ∧
    (twoLevel v 0 : EuclideanSpace ℂ (Fin 2) →ₗ[ℂ] _).IsSymmetric ∧
    GappedGround (twoLevel 0 g) !₂[1, 0] 0 g ∧
    ⟪(!₂[1, 0] : EuclideanSpace ℂ (Fin 2)), twoLevel v 0 !₂[1, 0]⟫_ℂ = 0 ∧
    ‖twoLevel v 0‖ = v ∧
    IsGroundEnergy (twoLevel 0 g + twoLevel v 0) (-levelShift g v) := by
  have ap : ∀ (b d : ℝ) (x : EuclideanSpace ℂ (Fin 2)),
      twoLevel b d x = !₂[(b : ℂ) * x 1, (b : ℂ) * x 0 + (d : ℂ) * x 1] := fun _ _ _ => rfl
  have sym : ∀ b d : ℝ, (twoLevel b d : EuclideanSpace ℂ (Fin 2) →ₗ[ℂ] _).IsSymmetric := by
    intro b d x y
    change ⟪twoLevel b d x, y⟫_ℂ = ⟪x, twoLevel b d y⟫_ℂ
    simp [ap, PiLp.inner_apply, Fin.sum_univ_two]
    ring
  have unit : ‖(!₂[1, 0] : EuclideanSpace ℂ (Fin 2))‖ = 1 := by
    simp [EuclideanSpace.norm_eq, Fin.sum_univ_two]
  have hG : GappedGround (twoLevel 0 g) !₂[1, 0] 0 g := by
    refine ⟨hg, unit, ?_, ?_⟩
    · ext i
      fin_cases i <;> simp [ap]
    · intro y hy
      have hy0 : y 0 = 0 := by simpa [PiLp.inner_apply, Fin.sum_univ_two] using hy
      apply le_of_eq
      rw [EuclideanSpace.norm_sq_eq]
      simp only [energy, ap, PiLp.inner_apply, Fin.sum_univ_two, hy0, Complex.sq_norm,
        Complex.normSq_apply]
      simp [Complex.mul_re, Complex.mul_im]
      ring
  have h0 : ⟪(!₂[1, 0] : EuclideanSpace ℂ (Fin 2)), twoLevel v 0 !₂[1, 0]⟫_ℂ = 0 := by
    simp [ap, PiLp.inner_apply, Fin.sum_univ_two]
  -- the coupling is `v` times an isometry
  have iso : ∀ x, ‖twoLevel v 0 x‖ = v * ‖x‖ := by
    intro x
    refine (sq_eq_sq₀ (norm_nonneg _) (by positivity)).mp ?_
    rw [mul_pow, EuclideanSpace.norm_sq_eq, EuclideanSpace.norm_sq_eq]
    simp [ap, Fin.sum_univ_two, mul_pow]
    ring
  have hn : ‖twoLevel v 0‖ = v := by
    refine le_antisymm (ContinuousLinearMap.opNorm_le_bound _ hv fun x => (iso x).le) ?_
    have h := (twoLevel v 0).le_opNorm !₂[1, 0]
    rwa [iso, unit, mul_one, mul_one] at h
  refine ⟨sym 0 g, sym v 0, hG, h0, hn, ?_, ?_⟩
  · obtain ⟨hμ0, -, hμ⟩ := levelShift_secular hg hv
    generalize levelShift g v = μ at *
    have hc : (μ : ℂ) * (μ + g) = (v : ℂ) ^ 2 := by exact_mod_cast hμ
    refine ⟨!₂[((μ + g : ℝ) : ℂ), -(v : ℂ)], ?_, ?_⟩
    · intro h
      have h1 : ((μ + g : ℝ) : ℂ) = 0 :=
        congrArg (fun z : EuclideanSpace ℂ (Fin 2) => z 0) h
      have h2 := Complex.ofReal_eq_zero.mp h1
      linarith
    · ext i
      fin_cases i
      · change ((0 : ℝ) : ℂ) * (-(v : ℂ)) + (v : ℂ) * (-(v : ℂ))
          = ((-μ : ℝ) : ℂ) * ((μ + g : ℝ) : ℂ)
        push_cast
        linear_combination hc
      · change ((0 : ℝ) : ℂ) * ((μ + g : ℝ) : ℂ) + (g : ℂ) * (-(v : ℂ))
          + ((v : ℂ) * ((μ + g : ℝ) : ℂ) + ((0 : ℝ) : ℂ) * (-(v : ℂ)))
          = ((-μ : ℝ) : ℂ) * (-(v : ℂ))
        push_cast
        ring
  · rintro e ⟨x, hx, hxe⟩
    have h := level_lower_bound (sym 0 g) (sym v 0) hG h0 hx hxe
    rw [hn] at h
    linarith

end DissociationShift
```

Here H₀ = `twoLevel 0 g`, V = `twoLevel v 0` and ψ = (1, 0). V multiplies every length by v, so ‖V‖ = v. The unnormalised vector (μ + g, −v) has eigenvalue −μ, and the general lower bound excludes anything smaller. The lower end −μ in `ground_shift_window` is therefore attained; for v > 0 the simpler bound −v²/g is not, since μ < v²/g.

The ground energy could also have been defined as the infimum of ⟨x, Hx⟩ over unit vectors. The upper bound would then follow directly from ψ, and the same argument should carry over to bounded operators in infinite dimension, where the infimum need not be an eigenvalue.

```lean
#print axioms DissociationShift.ground_shift_window
#print axioms DissociationShift.weak_coupling_window
#print axioms DissociationShift.inverse_sixth_power_bound
```

```
'DissociationShift.ground_shift_window' depends on axioms: [propext, Classical.choice, Quot.sound]
'DissociationShift.weak_coupling_window' depends on axioms: [propext, Classical.choice, Quot.sound]
'DissociationShift.inverse_sixth_power_bound' depends on axioms: [propext, Classical.choice, Quot.sound]
```
